# The integral of x² times minus the derivative of the Bose function 1/(eˣ − 1) over x > 0 is π²/3

The theorem `integral_thermal` states that x² eˣ/(eˣ − 1)² integrates to π²/3 over the positive half-line. The factor eˣ/(eˣ − 1)² is minus the derivative of 1/(eˣ − 1), the mean occupation of a non-interacting bosonic mode at zero chemical potential, with x the mode's energy divided by k_BT. The proof expands this factor as the sum of n e^(−nx) and uses the earlier lemma that each term, multiplied by x², integrates to 2/n². It then exchanges sum and integral, and the known sum of 1/n², which is π²/6, gives the result.

The failing Lean file:

```lean
import Mathlib

open MeasureTheory Set Filter Topology
open scoped Real

namespace IntegralThermal

noncomputable section

/-- Each term of the Bose expansion integrates to `2 / n²` (for `n = 0` both sides are `0`, since
Lean sets `1 / 0 = 0`). -/
theorem integral_bose_term (n : ℕ) :
    ∫ x in Ioi (0 : ℝ), x ^ 2 * ((n : ℝ) * Real.exp (-x) ^ n) = 2 * (1 / (n : ℝ) ^ 2) := by
  rcases Nat.eq_zero_or_pos n with rfl | hn
  · simp
  have hn' : (0 : ℝ) < n := Nat.cast_pos.2 hn
  have h := Real.integral_rpow_mul_exp_neg_mul_Ioi (a := 3) (r := n) (by norm_num) hn'
  have hG : Real.Gamma 3 = 2 := by
    rw [show (3 : ℝ) = ((2 : ℕ) : ℝ) + 1 by norm_num, Real.Gamma_nat_eq_factorial]
    norm_num [Nat.factorial]
  have hp : (1 / (n : ℝ)) ^ (3 : ℝ) = (1 / (n : ℝ)) ^ 3 := by
    exact_mod_cast Real.rpow_natCast (1 / (n : ℝ)) 3
  calc ∫ x in Ioi (0 : ℝ), x ^ 2 * ((n : ℝ) * Real.exp (-x) ^ n)
      = ∫ x in Ioi (0 : ℝ), (n : ℝ) * (x ^ ((3 : ℝ) - 1) * Real.exp (-((n : ℝ) * x))) := by
        refine setIntegral_congr_fun measurableSet_Ioi (fun x _ => ?_)
        have h2 : x ^ ((3 : ℝ) - 1) = x ^ 2 := by
          rw [show (3 : ℝ) - 1 = ((2 : ℕ) : ℝ) by norm_num, Real.rpow_natCast]
        have h3 : Real.exp (-x) ^ n = Real.exp (-((n : ℝ) * x)) := by
          rw [← Real.exp_nat_mul]
          congr 1
          ring
        simp only [h2, h3]
        ring
    _ = (n : ℝ) * ((1 / (n : ℝ)) ^ 3 * 2) := by rw [integral_const_mul, h, hp, hG]
    _ = 2 * (1 / (n : ℝ) ^ 2) := by field_simp

/-- The integral of `x² eˣ / (eˣ - 1)²` over the positive half-line is `π² / 3`. -/
theorem integral_thermal :
    ∫ x in Ioi (0 : ℝ), x ^ 2 * Real.exp x / (Real.exp x - 1) ^ 2 = π ^ 2 / 3 := by
  have hz := hasSum_zeta_two.mul_left 2
  have hint : ∀ n : ℕ, Integrable (fun x : ℝ => x ^ 2 * ((n : ℝ) * Real.exp (-x) ^ n))
      (volume.restrict (Ioi 0)) := by
    intro n
    rcases Nat.eq_zero_or_pos n with rfl | hn
    · simp
    by_contra h
    have h0 := integral_undef h
    rw [integral_bose_term n] at h0
    have hn' : (0 : ℝ) < n := Nat.cast_pos.2 hn
    have : 0 < 2 * (1 / (n : ℝ) ^ 2) := by positivity
    linarith
  have hnorm : ∀ n : ℕ, ∫ x in Ioi (0 : ℝ), ‖x ^ 2 * ((n : ℝ) * Real.exp (-x) ^ n)‖ =
      2 * (1 / (n : ℝ) ^ 2) := by
    intro n
    rw [← integral_bose_term n]
    exact setIntegral_congr_fun measurableSet_Ioi
      (fun x _ => Real.norm_of_nonneg (by positivity))
  -- exchange the sum and the integral
  have key := hasSum_integral_of_summable_integral_norm hint
    (by simpa only [hnorm] using hz.summable)
  simp only [integral_bose_term] at key
  have hval := key.unique hz
  calc ∫ x in Ioi (0 : ℝ), x ^ 2 * Real.exp x / (Real.exp x - 1) ^ 2
      = ∫ x in Ioi (0 : ℝ), ∑' n : ℕ, x ^ 2 * ((n : ℝ) * Real.exp (-x) ^ n) := by
        refine setIntegral_congr_fun measurableSet_Ioi (fun x hx => ?_)
        have hx0 : 0 < x := hx
        have hr : ‖Real.exp (-x)‖ < 1 := by
          rw [Real.norm_of_nonneg (Real.exp_pos _).le]
          exact Real.exp_lt_one (by linarith)
        have hs := ((hasSum_coe_mul_geometric_of_norm_lt_one hr).mul_left (x ^ 2)).tsum_eq
        have hE : Real.exp x - 1 ≠ 0 := (sub_pos.2 (Real.one_lt_exp_iff.2 hx0)).ne'
        have hq : 1 - (Real.exp x)⁻¹ = (Real.exp x - 1) / Real.exp x := by field_simp
        beta_reduce
        rw [hs, Real.exp_neg, hq]
        field_simp
    _ = π ^ 2 / 3 := by rw [hval]; ring

end

end IntegralThermal
```

Compiling this gives:

```
Main.lean:69:16: error(lean.unknownIdentifier): Unknown constant `Real.exp_lt_one`
```

Diagnosis. The series expansion needs `‖Real.exp (-x)‖ < 1`. Once the norm is removed, what remains is `Real.exp (-x) < 1`, and the proof tries to close it with `Real.exp_lt_one`. Lean reports that as an unknown constant: no declaration of that name is available in the file. The inequality itself is true, since x is positive.

The repair uses `Real.exp_lt_one_iff`, an equivalence between `Real.exp x < 1` and `x < 0`. Its `.2` direction turns a proof of `-x < 0` into the required bound, and `linarith` supplies that proof from `hx0`.

The diff also deletes `beta_reduce` before the last rewriting step. No message concerns that line, and the file compiles without it, so this change is mere tidying.

Fix (accepted with no message):

```diff
@@ -67,9 +67,9 @@
         have hr : ‖Real.exp (-x)‖ < 1 := by
           rw [Real.norm_of_nonneg (Real.exp_pos _).le]
-          exact Real.exp_lt_one (by linarith)
+          exact Real.exp_lt_one_iff.2 (by linarith)
         have hs := ((hasSum_coe_mul_geometric_of_norm_lt_one hr).mul_left (x ^ 2)).tsum_eq
         have hE : Real.exp x - 1 ≠ 0 := (sub_pos.2 (Real.one_lt_exp_iff.2 hx0)).ne'
         have hq : 1 - (Real.exp x)⁻¹ = (Real.exp x - 1) / Real.exp x := by field_simp
-        beta_reduce
+
         rw [hs, Real.exp_neg, hq]
         field_simp
```
